# The radial overlap of two unnormalised Gaussian-type functions with the same angular momentum and width

For natural numbers l, i and j and a width s > 0, the declaration evaluates the overlap, with weight r² on the half-line r > 0, of the radial functions r^(l+2i) exp(−r²/(2s²)) and r^(l+2j) exp(−r²/(2s²)). The functions are unnormalised and share the same l and s. The value is s^(2(l+i+j)+3) Γ(l+i+j+3/2) / 2. The attempt takes a general formula for the integral of x^q exp(−b x^p) over x > 0, sets p = 2, q = 2(l+i+j)+2 and b = 1/s², and then matches the integrand and the constants to those of the statement.

The first attempt, which Lean rejects:

```lean
import Mathlib

open MeasureTheory Set

namespace RadialInnerGaussianRadial

noncomputable section

/-- The radial inner product `∫₀^∞ f(r) g(r) r² dr`. -/
def radialInner (f g : ℝ → ℝ) : ℝ := ∫ r in Ioi (0 : ℝ), f r * g r * r ^ 2

/-- The unnormalised radial function `r^(l+2i) exp(-r²/(2s²))`, for width `s ≠ 0`. -/
def gaussianRadial (l i : ℕ) (s r : ℝ) : ℝ :=
  r ^ (l + 2 * i) * Real.exp (-r ^ 2 / (2 * s ^ 2))

/-- For `s > 0`, the inner product of two unnormalised radial functions of the same `l` is
`s^(2(l+i+j)+3) Γ(l+i+j+3/2) / 2`. -/
theorem radialInner_gaussianRadial (l i j : ℕ) {s : ℝ} (hs : 0 < s) :
    radialInner (gaussianRadial l i s) (gaussianRadial l j s) =
      s ^ (2 * (l + i + j) + 3) / 2 * Real.Gamma (l + i + j + 3 / 2) := by
  have hq : (-1 : ℝ) < ((2 * (l + i + j) + 2 : ℕ) : ℝ) := by
    have h0 : (0 : ℝ) ≤ ((2 * (l + i + j) + 2 : ℕ) : ℝ) := Nat.cast_nonneg _
    linarith
  have hb : 0 < (s ^ 2)⁻¹ := by positivity
  have h := Real.integral_rpow_mul_exp_neg_mul_rpow (p := 2) two_pos hq hb
  -- the width enters only through a power of `s`
  have e1 : (s ^ 2)⁻¹ ^ (-(((2 * (l + i + j) + 2 : ℕ) : ℝ) + 1) / 2) =
      s ^ (2 * (l + i + j) + 3) := by
    rw [← Real.rpow_natCast s (2 * (l + i + j) + 3), Real.inv_rpow (by positivity),
      ← Real.rpow_neg (by positivity), ← Real.rpow_two, ← Real.rpow_mul hs.le]
    congr 1
    push_cast
    ring
  have e2 : (((2 * (l + i + j) + 2 : ℕ) : ℝ) + 1) / 2 = l + i + j + 3 / 2 := by
    push_cast
    ring
  rw [e1, e2] at h
  simp only [Real.rpow_natCast, Real.rpow_two] at h
  calc radialInner (gaussianRadial l i s) (gaussianRadial l j s)
      = ∫ r in Ioi (0 : ℝ), r ^ (2 * (l + i + j) + 2) * Real.exp (-(s ^ 2)⁻¹ * r ^ 2) := by
        unfold radialInner gaussianRadial
        congr 1
        ext r
        have he : Real.exp (-(s ^ 2)⁻¹ * r ^ 2) =
            Real.exp (-r ^ 2 / (2 * s ^ 2)) * Real.exp (-r ^ 2 / (2 * s ^ 2)) := by
          rw [← Real.exp_add]
          congr 1
          ring
        rw [he]
        ring
    _ = _ := by
        rw [h]
        ring

end

end RadialInnerGaussianRadial
```

The error:

```
Main.lean:25:12: error(lean.unknownIdentifier): Unknown constant `Real.integral_rpow_mul_exp_neg_mul_rpow`
Main.lean:20:72: error: unsolved goals
l i j : ℕ
s : ℝ
hs : 0 < s
hq : -1 < ↑(2 * (l + i + j) + 2)
hb : 0 < (s ^ 2)⁻¹
⊢ radialInner (gaussianRadial l i s) (gaussianRadial l j s) =
    s ^ (2 * (l + i + j) + 3) / 2 * Real.Gamma (↑l + ↑i + ↑j + 3 / 2)
```

The first message says that no constant named `Real.integral_rpow_mul_exp_neg_mul_rpow` exists. The Mathlib lemma for this integral is in the root namespace, as `integral_rpow_mul_exp_neg_mul_rpow`, so the prefix `Real.` makes the name point to nothing.

The second message is a consequence of the first. The proof stopped at the line that should have introduced `h`, and the theorem's goal was left open. The context shown contains `hq` and `hb`, which come before that line, but neither `h` nor the later `e1` and `e2`. The message therefore does not point to a separate mathematical gap.

The diff makes one change: it removes the prefix. The name then resolves, the lemma accepts the same arguments as before, and `h` holds the integral formula. The remaining steps, which are unchanged, then run and close the goal.

The change, after which it compiles:

```diff
@@ -23,5 +23,5 @@
     linarith
   have hb : 0 < (s ^ 2)⁻¹ := by positivity
-  have h := Real.integral_rpow_mul_exp_neg_mul_rpow (p := 2) two_pos hq hb
+  have h := integral_rpow_mul_exp_neg_mul_rpow (p := 2) two_pos hq hb
   -- the width enters only through a power of `s`
   have e1 : (s ^ 2)⁻¹ ^ (-(((2 * (l + i + j) + 2 : ℕ) : ℝ) + 1) / 2) =
```
